# With fixed prefactors, barrier errors up to ε change a jump network's positive diffusivity by at most a factor exp(βε) either way

The diffusivity of a jump network is defined here as the infimum of a quadratic functional over shifts of the sites, and not as the long-time slope of a mean squared displacement. For this quantity, with nonnegative prefactors and at inverse temperature β ≥ 0, the bound in the title holds however the errors are distributed over the jumps.

```lean
import Mathlib

open Finset

namespace BarrierErrorPropagation

noncomputable section

/-- A directed multigraph of jumps: each edge `e` leads from site `src e` to site `tgt e`
and carries the displacement `jump e` projected on a fixed direction. -/
structure JumpNetwork (V E : Type*) where
  src : E → V
  tgt : E → V
  jump : E → ℝ

variable {V E : Type*} [Fintype E]

/-- The displacement of jump `e` after each site has been shifted by the corrector `y`. -/
def relaxedJump {V E : Type*} (N : JumpNetwork V E) (y : V → ℝ) (e : E) : ℝ :=
  N.jump e + y (N.tgt e) - y (N.src e)

/-- The sum of squared relaxed displacements, weighted by the conductances `c`. -/
def energy (N : JumpNetwork V E) (c : E → ℝ) (y : V → ℝ) : ℝ :=
  ∑ e, c e * relaxedJump N y e ^ 2

/-- The diffusivity for nonnegative conductances `c`: the infimum of the quadratic
functional over all correctors. -/
def diffusivity (N : JumpNetwork V E) (c : E → ℝ) : ℝ :=
  ⨅ y : V → ℝ, energy N c y

/-- For nonnegative conductances, every trial corrector gives an upper bound on the
diffusivity. -/
theorem diffusivity_le_energy (N : JumpNetwork V E) {c : E → ℝ} (hc : ∀ e, 0 ≤ c e)
    (y : V → ℝ) : diffusivity N c ≤ energy N c y := by
  refine ciInf_le ⟨0, ?_⟩ y
  rintro _ ⟨z, rfl⟩
  exact Finset.sum_nonneg fun e _ => mul_nonneg (hc e) (sq_nonneg _)

/-- Raising nonnegative conductances never lowers the diffusivity. -/
theorem diffusivity_mono (N : JumpNetwork V E) {c c' : E → ℝ} (hc : ∀ e, 0 ≤ c e)
    (hcc' : ∀ e, c e ≤ c' e) : diffusivity N c ≤ diffusivity N c' := by
  refine le_ciInf fun y => (diffusivity_le_energy N hc y).trans ?_
  exact Finset.sum_le_sum fun e _ => mul_le_mul_of_nonneg_right (hcc' e) (sq_nonneg _)

/-- Multiplying all conductances by one common factor `r ≥ 0` multiplies the diffusivity
by `r`. -/
theorem diffusivity_scale (N : JumpNetwork V E) (c : E → ℝ) {r : ℝ} (hr : 0 ≤ r) :
    diffusivity N (fun e => r * c e) = r * diffusivity N c := by
  unfold diffusivity
  rw [Real.mul_iInf_of_nonneg hr]
  congr 1
  funext y
  unfold energy
  rw [Finset.mul_sum]
  exact Finset.sum_congr rfl fun e _ => by ring

/-- The diffusivity is a concave function of the nonnegative conductances. -/
theorem diffusivity_concave (N : JumpNetwork V E) :
    ConcaveOn ℝ {c : E → ℝ | ∀ e, 0 ≤ c e} (diffusivity N) := by
  constructor
  · intro c hc c' hc' a b ha hb _ e
    exact add_nonneg (mul_nonneg ha (hc e)) (mul_nonneg hb (hc' e))
  · intro c hc c' hc' a b ha hb _
    refine le_ciInf fun y => ?_
    -- at a fixed corrector the functional is linear in the conductances
    have hlin : energy N (a • c + b • c') y = a * energy N c y + b * energy N c' y := by
      unfold energy
      rw [Finset.mul_sum, Finset.mul_sum, ← Finset.sum_add_distrib]
      refine Finset.sum_congr rfl fun e _ => ?_
      simp only [Pi.add_apply, Pi.smul_apply, smul_eq_mul]
      ring
    rw [hlin]
    exact add_le_add
      (mul_le_mul_of_nonneg_left (diffusivity_le_energy N hc y) ha)
      (mul_le_mul_of_nonneg_left (diffusivity_le_energy N hc' y) hb)

/-- If the corrector `y` attains the diffusivity at `c`, then the diffusivity at any
nonnegative conductances `c'` is at most its linear extrapolation from `c`, in which each
jump has its squared relaxed displacement as sensitivity. -/
theorem diffusivity_le_linear (N : JumpNetwork V E) {c c' : E → ℝ} (hc' : ∀ e, 0 ≤ c' e)
    {y : V → ℝ} (hy : energy N c y = diffusivity N c) :
    diffusivity N c' ≤
      diffusivity N c + ∑ e, (c' e - c e) * relaxedJump N y e ^ 2 := by
  refine (diffusivity_le_energy N hc' y).trans (le_of_eq ?_)
  rw [← hy]
  unfold energy
  rw [← Finset.sum_add_distrib]
  exact Finset.sum_congr rfl fun e _ => by ring

/-- If each nonnegative conductance is changed by its own factor between `exp (-h)` and
`exp h`, and the original diffusivity is positive, then the diffusivity changes by a factor
in the same interval. -/
theorem diffusivity_ratio_mem (N : JumpNetwork V E) {c f : E → ℝ} {h : ℝ}
    (hc : ∀ e, 0 ≤ c e) (hf : ∀ e, f e ∈ Set.Icc (Real.exp (-h)) (Real.exp h))
    (hD : 0 < diffusivity N c) :
    diffusivity N (fun e => f e * c e) / diffusivity N c ∈
      Set.Icc (Real.exp (-h)) (Real.exp h) := by
  constructor
  · -- compare with the network in which every conductance is multiplied by `exp (-h)`
    rw [le_div_iff₀ hD, ← diffusivity_scale N c (Real.exp_pos (-h)).le]
    exact diffusivity_mono N (fun e => mul_nonneg (Real.exp_pos _).le (hc e))
      (fun e => mul_le_mul_of_nonneg_right (hf e).1 (hc e))
  · -- compare with the network in which every conductance is multiplied by `exp h`
    rw [div_le_iff₀ hD, ← diffusivity_scale N c (Real.exp_pos h).le]
    exact diffusivity_mono N
      (fun e => mul_nonneg ((Real.exp_pos _).le.trans (hf e).1) (hc e))
      (fun e => mul_le_mul_of_nonneg_right (hf e).2 (hc e))

/-- Arrhenius conductances with prefactors `a`, inverse temperature `β` and barriers `B`. -/
def arrhenius {E : Type*} (a : E → ℝ) (β : ℝ) (B : E → ℝ) (e : E) : ℝ :=
  a e * Real.exp (-β * B e)

/-- With fixed nonnegative prefactors and `β ≥ 0`, barrier errors of at most `ε` change a
positive diffusivity by a factor between `exp (-β ε)` and `exp (β ε)`. -/
theorem barrier_error_bound (N : JumpNetwork V E) {a B B' : E → ℝ} {β ε : ℝ}
    (ha : ∀ e, 0 ≤ a e) (hβ : 0 ≤ β) (hB : ∀ e, |B' e - B e| ≤ ε)
    (hD : 0 < diffusivity N (arrhenius a β B)) :
    diffusivity N (arrhenius a β B') / diffusivity N (arrhenius a β B) ∈
      Set.Icc (Real.exp (-(β * ε))) (Real.exp (β * ε)) := by
  -- a barrier error multiplies the conductance by a Boltzmann factor
  have hfac : arrhenius a β B' =
      fun e => Real.exp (-β * (B' e - B e)) * arrhenius a β B e := by
    funext e
    unfold arrhenius
    rw [mul_left_comm, ← Real.exp_add]
    congr 2
    ring
  rw [hfac]
  refine diffusivity_ratio_mem N (fun e => mul_nonneg (ha e) (Real.exp_pos _).le)
    (fun e => ?_) hD
  obtain ⟨h1, h2⟩ := abs_le.mp (hB e)
  have h3 := mul_le_mul_of_nonneg_left h1 hβ
  have h4 := mul_le_mul_of_nonneg_left h2 hβ
  exact ⟨Real.exp_le_exp.mpr (by linarith), Real.exp_le_exp.mpr (by linarith)⟩

/-- Two sites on a ring, joined by two successive forward jumps of unit length. -/
def twoSiteRing : JumpNetwork (Fin 2) (Fin 2) where
  src := ![0, 1]
  tgt := ![1, 0]
  jump := ![1, 1]

/-- On the two-site ring with positive conductances `a` and `b` the diffusivity is
`4 a b / (a + b)`. -/
theorem diffusivity_twoSiteRing {a b : ℝ} (ha : 0 < a) (hb : 0 < b) :
    diffusivity twoSiteRing ![a, b] = 4 * a * b / (a + b) := by
  have hab : 0 < a + b := add_pos ha hb
  have hne : a + b ≠ 0 := hab.ne'
  have hE : ∀ y : Fin 2 → ℝ, energy twoSiteRing ![a, b] y =
      a * (1 + y 1 - y 0) ^ 2 + b * (1 + y 0 - y 1) ^ 2 := by
    intro y
    simp [energy, relaxedJump, twoSiteRing, Fin.sum_univ_two]
  apply le_antisymm
  · -- the optimal corrector balances the two jumps
    have hc : ∀ e, 0 ≤ (![a, b] : Fin 2 → ℝ) e := Fin.forall_fin_two.2 ⟨ha.le, hb.le⟩
    refine (diffusivity_le_energy twoSiteRing hc ![0, (b - a) / (a + b)]).trans
      (le_of_eq ?_)
    rw [hE]
    change a * (1 + (b - a) / (a + b) - 0) ^ 2 + b * (1 + 0 - (b - a) / (a + b)) ^ 2 = _
    field_simp
    ring
  · -- completing the square bounds every other corrector
    refine le_ciInf fun y => ?_
    rw [hE, div_le_iff₀ hab]
    nlinarith [sq_nonneg ((a + b) * (y 1 - y 0) + (a - b))]

end

end BarrierErrorPropagation
```

```lean
#print axioms BarrierErrorPropagation.diffusivity_concave
-- 'BarrierErrorPropagation.diffusivity_concave' depends on axioms: [propext, Classical.choice, Quot.sound]
#print axioms BarrierErrorPropagation.diffusivity_le_linear
-- 'BarrierErrorPropagation.diffusivity_le_linear' depends on axioms: [propext, Classical.choice, Quot.sound]
#print axioms BarrierErrorPropagation.barrier_error_bound
-- 'BarrierErrorPropagation.barrier_error_bound' depends on axioms: [propext, Classical.choice, Quot.sound]
#print axioms BarrierErrorPropagation.diffusivity_twoSiteRing
-- 'BarrierErrorPropagation.diffusivity_twoSiteRing' depends on axioms: [propext, Classical.choice, Quot.sound]
```

## The network and its diffusivity

A `JumpNetwork V E` has sites of type `V` and jumps of type `E`. Each jump e leads from `src e` to `tgt e` and carries a real number d_e, written `jump e`, which is its displacement projected on a chosen direction. Two jumps may join the same pair of sites, and a jump may return to the site where it started. The set of jumps is finite; the theorems put no such condition on the type of sites.

A corrector y assigns a real shift to each site. It turns the displacement of jump e into the relaxed displacement, `relaxedJump` in the code:

u_e(y) = d_e + y(tgt e) − y(src e).

Given a conductance c_e for each jump, `energy` is the weighted sum of squares

F(c, y) = Σ_e c_e u_e(y)²,

and `diffusivity` is its infimum over all correctors:

D(c) = inf_y F(c, y).

The name `energy` refers to the quadratic form; F is not the energy of the material. If some conductances are negative, F may be unbounded below, in which case Lean assigns the infimum the value 0, so the physical reading is confined to c_e ≥ 0.

Three of the general results about D are stated here. The first, `diffusivity_concave`, says that D is concave on the set of nonnegative conductances. The second, `diffusivity_ratio_mem`, takes nonnegative conductances with D(c) > 0 and multiplies each c_e by its own factor f_e between exp(−h) and exp(h). The ratio of the new diffusivity to the old one then lies in the same interval. There is no separate assumption h ≥ 0: a positive D requires at least one jump, and the factor of that jump can lie in the interval only if −h ≤ h.

The third, `barrier_error_bound`, applies this to Arrhenius conductances

c_e = a_e exp(−βB_e),

with prefactors a_e ≥ 0 and barriers B_e. If a second set of barriers B'_e satisfies |B'_e − B_e| ≤ ε for every jump, and the diffusivity with the barriers B is positive, then the ratio of the diffusivity with B' to the one with B lies between exp(−βε) and exp(βε).

## A single walker on a periodic lattice

The definition fits one particle hopping on a connected periodic lattice under detailed balance. The sites are those of one unit cell, and a jump that crosses the cell boundary keeps its true displacement d_e. The conductance is the equilibrium occupation of the starting site times the hopping rate,

c_e = π(src e) k_e,

where the occupations π sum to one over the cell. Detailed balance makes this number the same for a jump and its reverse, so each such pair is listed once. With this convention D(c) is the diffusion coefficient along the chosen direction; listing both members of every pair would double it. That the infimum agrees with the slope of the mean squared displacement belongs to the theory of reversible random walks, and the file builds it into the definition instead of deriving it.

The corrector describes the part of the motion that does not accumulate. A particle that hops back and forth across a low barrier covers a large total distance, but most of it cancels. Shifting the sites removes this contribution from the squared displacements, and the infimum removes as much of it as possible.

The fixed prefactors a_e also carry physical content. They contain the attempt frequencies and the equilibrium occupations, so the theorem concerns barrier errors that leave both unchanged, such as errors in the saddle-point energies alone. An error in the energy of one site relative to another would also alter the occupations and hence the prefactors.

For barriers from an electronic-structure calculation, the bound converts a uniform error estimate into one for the diffusivity of a single, non-interacting walker with fixed prefactors. If the prefactors are exact and every barrier is known to within k_B T, the diffusivity is known to within a factor e in either direction, regardless of how many jumps the unit cell contains.

## Bounds from trial correctors

Let c_e ≥ 0. Every term of F(c, y) is then nonnegative, so F is bounded below by 0 and its infimum is at most any of its values:

D(c) ≤ F(c, y) for every y.

This is `diffusivity_le_energy`. Its proof supplies 0 as the lower bound that `ciInf_le` requires. The other direction, used repeatedly below, is that a number lying below F(c, y) for every y also lies below the infimum; in Lean this is `le_ciInf`.

Suppose next that c_e ≤ c'_e for every jump. For any y,

D(c) ≤ F(c, y) ≤ F(c', y),

where the second step compares the sums term by term. Taking the infimum over y on the right gives D(c) ≤ D(c'), which is `diffusivity_mono`. Raising a conductance therefore never slows the diffusion in this model.

For a common factor r ≥ 0, F(rc, y) = r F(c, y), and a nonnegative factor can be taken out of an infimum. Hence

D(rc) = r D(c).

In `diffusivity_scale`, `Real.mul_iInf_of_nonneg` moves the factor inside the infimum, and the two functionals are then matched term by term.

## Concavity and a linear upper bound

At a fixed corrector, F is linear in the conductances. For weights a, b ≥ 0 with a + b = 1 and two sets of nonnegative conductances c and c',

F(ac + bc', y) = a F(c, y) + b F(c', y) ≥ a D(c) + b D(c').

The right-hand side does not depend on y, so it is also a lower bound for the infimum:

D(ac + bc') ≥ a D(c) + b D(c').

In `diffusivity_concave` the equality is the intermediate statement `hlin`, and the inequality adds two instances of the trial bound. The first part of that proof checks that mixing two sets of nonnegative conductances gives nonnegative conductances again.

The same linearity yields an upper bound. Suppose that y attains the infimum at c, so that F(c, y) = D(c). Using this y as a trial corrector at other nonnegative conductances c' gives

D(c') ≤ F(c', y) = D(c) + Σ_e (c'_e − c_e) u_e(y)².

This is `diffusivity_le_linear`, where the existence of the minimiser enters as the hypothesis `hy`. The squared relaxed displacement of a jump acts as its sensitivity: where it is small, raising that conductance adds little to the bound. The linearity is in the conductances and not in the barriers.

## From individual factors to the ratio

Let exp(−h) ≤ f_e ≤ exp(h). Since c_e ≥ 0,

exp(−h) c_e ≤ f_e c_e ≤ exp(h) c_e.

The outer expressions multiply all conductances by one common factor. Monotonicity and scaling therefore give, with fc denoting the conductances f_e c_e,

exp(−h) D(c) ≤ D(fc) ≤ exp(h) D(c).

Dividing by D(c) > 0 yields the ratio bound. The Lean proof treats the two ends of the interval separately. `le_div_iff₀` and `div_le_iff₀` clear the denominator, `diffusivity_scale` rewrites the outer expression as a diffusivity, and `diffusivity_mono` compares the two networks. Concavity is not needed here.

For the barriers, write

a_e exp(−βB'_e) = exp(−β(B'_e − B_e)) · a_e exp(−βB_e).

A barrier error thus multiplies the conductance by a Boltzmann factor, which is the statement `hfac` in the code. From |B'_e − B_e| ≤ ε and β ≥ 0 it follows that

−βε ≤ −β(B'_e − B_e) ≤ βε,

so each factor lies between exp(−βε) and exp(βε). The ratio theorem with h = βε completes the argument.

## One jump, and two in series

The smallest network with a positive diffusivity has one site and one jump that returns to it, as on a chain with one site per cell. The shifts cancel, so D = c d², with c the conductance and d the displacement. If c > 0 and d ≠ 0, changing c by a factor f changes D by exactly f, and both ends of the interval are reached. A single jump between two different sites behaves differently: a suitable shift cancels its displacement, D is 0, and there is no ratio to bound.

The network `twoSiteRing` shows a relaxation that matters. Its two jumps, from site 0 to site 1 and from site 1 onwards to site 0 of the next cell, have unit length and conductances a, b > 0. With x = y(1) − y(0), the functional is

F = a(1 + x)² + b(1 − x)².

Multiplying by a + b and completing the square gives

(a + b) F = ((a + b)x + (a − b))² + 4ab.

The minimum is at x = (b − a)/(a + b), and

D = 4ab/(a + b).

Without relaxation, at x = 0, the value would be a + b, which agrees with D only when a = b. The conductances combine as they do in series, so the smaller one limits the diffusion.

The theorem `diffusivity_twoSiteRing` proves the two inequalities separately. For the upper bound it inserts the optimal corrector, with y(0) = 0, and simplifies with `field_simp` and `ring`. For the lower bound it gives `nlinarith` the square displayed above, whose nonnegativity yields (a + b) F ≥ 4ab for every corrector.
